# For a uniaxial magnet without terms beyond fourth order, the 45-degree torque equals the anisotropy energy

How much energy does it take to turn the magnetisation from the symmetry axis into the plane? This difference, which may have either sign, is called the anisotropy energy here. Let $\theta$ be its angle from the axis, and let the energy be $E(\theta)=\sum_{n=1}^N K_n\sin^{2n}\theta$ with real anisotropy constants $K_n$. Then

$$E(\pi/2)-E(0)-E'(\pi/4)=\sum_{n=1}^N K_n\left(1-\frac{2n}{2^n}\right).$$

The bracket is zero for $n=1,2$ and positive for $n\ge3$. The slope at 45 degrees therefore counts $K_1$ and $K_2$ in full in the sum, but only three quarters of the sixth-order constant $K_3$.

## The energy is a finite series in even powers of sin θ

Physically, the energy is taken to be a polynomial in the components of the magnetisation direction that doesn't change when the magnetisation is reversed or turned about the axis by any angle. It is then a polynomial in $\cos^2\theta$, and so in $\sin^2\theta$; the constant term is dropped. This is what uniaxial means here. A trigonal crystal also allows a fourth-order term proportional to $\sin^3\theta\cos\theta\cos3\varphi$, with $\varphi$ the angle about the axis, and the 45-degree rule can then fail. In Lean, `K : ℕ → ℝ` lists the constants, and `energy` reads only entries $1$ to $N$. `torque` is the derivative $dE/d\theta$; the mechanical torque has the opposite sign. `defect n` is the bracket, and `pureOrder m` sets $K_m=1$ and all other constants to zero.

```lean
import Mathlib

open Real

namespace TorqueAnisotropy

noncomputable section

/-- Direction-dependent energy `E(θ) = ∑ K_n sin^(2n) θ`, with `n` from `1` to `N`. -/
def energy (N : ℕ) (K : ℕ → ℝ) (θ : ℝ) : ℝ :=
  ∑ n ∈ Finset.Icc 1 N, K n * Real.sin θ ^ (2 * n)

/-- The torque, with the sign convention `dE/dθ`. -/
def torque (N : ℕ) (K : ℕ → ℝ) (θ : ℝ) : ℝ := deriv (energy N K) θ

/-- The bracket `1 - n 2^(1-n)`: the part of `K_n` that the 45-degree torque misses. -/
def defect (n : ℕ) : ℝ := 1 - 2 * n / 2 ^ n

/-- Anisotropy constants of which only the one of order `m` is nonzero, with value one. -/
def pureOrder (m : ℕ) : ℕ → ℝ := fun n => if n = m then 1 else 0
```

By hand, the series is used twice. Differentiating term by term gives

$$E'(\theta)=\sum_{n=1}^N 2nK_n\sin^{2n-1}\theta\cos\theta.$$

At the end points, $\sin 0=0$ and $\sin(\pi/2)=1$, so $E(\pi/2)-E(0)=\sum K_n$. The next two lemmas prove these formulas, the first with the chain rule for each term.

```lean
/-- The torque at any angle, obtained by differentiating the energy term by term. -/
theorem torque_eq (N : ℕ) (K : ℕ → ℝ) (θ : ℝ) :
    torque N K θ = ∑ n ∈ Finset.Icc 1 N,
      K n * (2 * n) * Real.sin θ ^ (2 * n - 1) * Real.cos θ := by
  apply HasDerivAt.deriv
  show HasDerivAt (fun x => ∑ n ∈ Finset.Icc 1 N, K n * Real.sin x ^ (2 * n)) _ θ
  apply HasDerivAt.fun_sum
  intro n _
  have h := ((Real.hasDerivAt_sin θ).fun_pow (2 * n)).const_mul (K n)
  exact h.congr_deriv (by push_cast; ring)

/-- The energy at `π/2` minus the energy at `0` is the sum of the anisotropy constants. -/
theorem anisotropy_eq (N : ℕ) (K : ℕ → ℝ) :
    energy N K (π / 2) - energy N K 0 = ∑ n ∈ Finset.Icc 1 N, K n := by
  have h0 : energy N K 0 = 0 := by
    apply Finset.sum_eq_zero
    intro n hn
    have h1 := (Finset.mem_Icc.mp hn).1
    rw [Real.sin_zero, zero_pow (by omega), mul_zero]
  rw [h0, sub_zero]
  simp [energy]
```

A term $A\cos\theta$, as from a magnetic field along the axis, changes sign on reversal and is therefore excluded. It would contribute $-A$ to the energy difference but $-A/\sqrt2$ to the slope, so exactness at low order would fail.

## The slope is taken at 45 degrees

There sine and cosine agree and $\sin^2\theta=1/2$, so $\sin^{2n-1}\theta\cos\theta=2^{-n}$ and $E'(\pi/4)=\sum K_n\,2n/2^n$. Subtracting this from $\sum K_n$ gives the identity. In the proof, `hp` is this evaluation, and `linear_combination` inserts it into each term.

```lean
/-- The anisotropy energy minus the 45-degree torque is `∑ K_n (1 - n 2^(1-n))`. -/
theorem anisotropy_sub_torque (N : ℕ) (K : ℕ → ℝ) :
    energy N K (π / 2) - energy N K 0 - torque N K (π / 4)
      = ∑ n ∈ Finset.Icc 1 N, K n * defect n := by
  rw [anisotropy_eq, torque_eq, ← Finset.sum_sub_distrib]
  apply Finset.sum_congr rfl
  intro n hn
  have h1 := (Finset.mem_Icc.mp hn).1
  -- at 45 degrees sine and cosine agree and their square is one half
  have hc : Real.cos (π / 4) = Real.sin (π / 4) := by
    rw [Real.cos_pi_div_four, Real.sin_pi_div_four]
  have hs : Real.sin (π / 4) ^ 2 = 1 / 2 := by
    rw [Real.sin_pi_div_four, div_pow, Real.sq_sqrt (by norm_num)]
    norm_num
  have hp : Real.sin (π / 4) ^ (2 * n - 1) * Real.cos (π / 4) = 1 / 2 ^ n := by
    rw [hc, ← pow_succ, show 2 * n - 1 + 1 = 2 * n by omega, pow_mul, hs, div_pow, one_pow]
  unfold defect
  linear_combination (-(K n * (2 * n))) * hp
```

The brackets for $n=1,2,3$ are $0,0,1/4$. For $n\ge3$ they are positive because $2n<2^n$: this holds as $6<8$, and if $2k<2^k$, then $2k+2<2^k+2\le2^{k+1}$. `defect_pos` runs the same induction; the following theorem checks the small cases directly.

```lean
/-- From sixth order on (`n ≥ 3`) the bracket is strictly positive. -/
theorem defect_pos {n : ℕ} (hn : 3 ≤ n) : 0 < defect n := by
  have h : 2 * n < 2 ^ n := by
    induction n, hn using Nat.le_induction with
    | base => norm_num
    | succ k hk ih => rw [pow_succ]; omega
  have h' : (2 * n : ℝ) < 2 ^ n := by exact_mod_cast h
  have h2 : (2 * n : ℝ) / 2 ^ n < 1 := (div_lt_one (by positivity)).2 h'
  unfold defect
  linarith

/-- Every bracket is nonnegative, and it vanishes only for `n = 1` and `n = 2`. -/
theorem defect_nonneg_and_eq_zero_iff (n : ℕ) :
    0 ≤ defect n ∧ (defect n = 0 ↔ n = 1 ∨ n = 2) := by
  rcases Nat.lt_or_ge n 3 with h | h
  · interval_cases n <;> norm_num [defect]
  · have hp := defect_pos h
    exact ⟨hp.le, fun h0 => absurd h0 hp.ne', fun h' => by exfalso; omega⟩
```

At 60 degrees, a slope rescaled to give $K_1$ correctly would count $K_2$ with weight $2\sin^2\theta=3/2$.

## The constants from sixth order on are nonnegative

This hypothesis, `hK`, says that no higher-order term favours the plane over the axis; $K_1$ and $K_2$ may have either sign. Every term of the difference is then nonnegative, so the torque is a lower bound. Equality makes each term vanish, and hence each $K_n$ with $n\ge3$, since its bracket is positive. In the proof, `Finset.sum_eq_zero_iff_of_nonneg` makes the terms vanish, and `defect_pos` then gives $K_n=0$.

```lean
/-- If the constants from sixth order on are nonnegative, the 45-degree torque never exceeds
the anisotropy energy, and the two agree exactly when all those constants vanish. -/
theorem torque_le_anisotropy (N : ℕ) (K : ℕ → ℝ) (hK : ∀ n, 3 ≤ n → n ≤ N → 0 ≤ K n) :
    torque N K (π / 4) ≤ energy N K (π / 2) - energy N K 0 ∧
    (torque N K (π / 4) = energy N K (π / 2) - energy N K 0 ↔
      ∀ n, 3 ≤ n → n ≤ N → K n = 0) := by
  have key := anisotropy_sub_torque N K
  have low : ∀ n, 1 ≤ n → n < 3 → defect n = 0 := fun n h1 h3 =>
    (defect_nonneg_and_eq_zero_iff n).2.2 (by omega)
  have hnn : ∀ n ∈ Finset.Icc 1 N, 0 ≤ K n * defect n := by
    intro n hn
    obtain ⟨h1, h2⟩ := Finset.mem_Icc.mp hn
    rcases Nat.lt_or_ge n 3 with h | h
    · rw [low n h1 h, mul_zero]
    · exact mul_nonneg (hK n h h2) (defect_pos h).le
  refine ⟨by linarith [Finset.sum_nonneg hnn], ?_, ?_⟩
  · -- a vanishing sum of nonnegative terms vanishes term by term
    intro h n h3 hN
    have hs : ∑ n ∈ Finset.Icc 1 N, K n * defect n = 0 := by linarith
    have ht := (Finset.sum_eq_zero_iff_of_nonneg hnn).1 hs n
      (Finset.mem_Icc.2 ⟨by omega, hN⟩)
    exact (mul_eq_zero.1 ht).resolve_right (defect_pos h3).ne'
  · intro h
    have hs : ∑ n ∈ Finset.Icc 1 N, K n * defect n = 0 := by
      apply Finset.sum_eq_zero
      intro n hn
      obtain ⟨h1, h2⟩ := Finset.mem_Icc.mp hn
      rcases Nat.lt_or_ge n 3 with h' | h'
      · rw [low n h1 h', mul_zero]
      · rw [h n h' h2, zero_mul]
    linarith
```

Without the hypothesis both conclusions can fail. With $K_3=-1$ alone, the torque $-3/4$ exceeds the energy difference $-1$. With $K_3=2$ and $K_4=-1$, the errors cancel and the torque is exact although neither constant vanishes.

As a neighbouring result, changing the sign of all constants turns the lower bound into an upper bound when the constants from sixth order on are nonpositive.

## One rule must serve all constants

Suppose that $cE'(\theta)=E(\pi/2)-E(0)$ for every choice of constants, with one fixed angle $\theta$ and factor $c$. A material with only $K_m=1$ then requires

$$2mc\sin^{2m-1}\theta\cos\theta=1.$$

This is `order_condition`, proved by inserting `pureOrder m`.

```lean
/-- If the torque at one angle `θ`, times a factor `c`, gives the anisotropy energy for all
constants, then `c · 2m sin^(2m-1) θ cos θ = 1` for every order `m` from `1` to `N`. -/
theorem order_condition {N : ℕ} {c θ : ℝ}
    (h : ∀ K, c * torque N K θ = energy N K (π / 2) - energy N K 0)
    (m : ℕ) (h1 : 1 ≤ m) (h2 : m ≤ N) :
    c * (2 * m * Real.sin θ ^ (2 * m - 1) * Real.cos θ) = 1 := by
  have hm : m ∈ Finset.Icc 1 N := Finset.mem_Icc.2 ⟨h1, h2⟩
  -- test the rule on an energy with a single anisotropy constant
  have hK := h (pureOrder m)
  have e1 : torque N (pureOrder m) θ
      = 2 * m * Real.sin θ ^ (2 * m - 1) * Real.cos θ := by
    rw [torque_eq, Finset.sum_eq_single m]
    · simp [pureOrder]
    · intro n _ hn
      simp [pureOrder, hn]
    · intro h'
      exact absurd hm h'
  have e2 : ∑ n ∈ Finset.Icc 1 N, pureOrder m n = 1 := by
    rw [Finset.sum_eq_single m]
    · simp [pureOrder]
    · intro n _ hn
      simp [pureOrder, hn]
    · intro h'
      exact absurd hm h'
  rw [anisotropy_eq, e1, e2] at hK
  exact hK
```

Order one gives $2c\sin\theta\cos\theta=1$. Dividing the order-two condition by it gives $2\sin^2\theta=1$. Conversely, these two equations turn $cE'(\theta)=2c\sin\theta\cos\theta\,(K_1+2K_2\sin^2\theta)$ into $K_1+K_2$.

```lean
/-- Through fourth order, the torque at `θ` times `c` gives the anisotropy energy for all
constants exactly when `sin² θ = 1/2` and `2 c sin θ cos θ = 1`. -/
theorem fourth_order_exact_iff (c θ : ℝ) :
    (∀ K, c * torque 2 K θ = energy 2 K (π / 2) - energy 2 K 0) ↔
      Real.sin θ ^ 2 = 1 / 2 ∧ c * (2 * Real.sin θ * Real.cos θ) = 1 := by
  constructor
  · intro h
    have k1 : c * (2 * ((1 : ℕ) : ℝ) * Real.sin θ ^ 1 * Real.cos θ) = 1 :=
      order_condition h 1 (by norm_num) (by norm_num)
    have k2 : c * (2 * ((2 : ℕ) : ℝ) * Real.sin θ ^ 3 * Real.cos θ) = 1 :=
      order_condition h 2 (by norm_num) (by norm_num)
    push_cast at k1 k2
    exact ⟨by linear_combination (1 / 2) * k2 - Real.sin θ ^ 2 * k1,
      by linear_combination k1⟩
  · rintro ⟨h1, h2⟩ K
    rw [torque_eq, anisotropy_eq, show Finset.Icc 1 2 = ({1, 2} : Finset ℕ) by decide,
      Finset.sum_pair (by decide), Finset.sum_pair (by decide)]
    simp only [Nat.cast_one, Nat.cast_ofNat, show 2 * 1 - 1 = 1 from rfl,
      show 2 * 2 - 1 = 3 from rfl]
    linear_combination (K 1 + 2 * K 2 * Real.sin θ ^ 2) * h2 + 2 * K 2 * h1
```

If sixth order is admitted (`3 ≤ N`), order three also requires $3\sin^4\theta=1$, whereas $\sin^2\theta=1/2$ gives $3/4$. No pair $(c,\theta)$ survives. The case $c=1$, $\theta=\pi/4$ shows that the 45-degree rule requires $N\le2$, which is one direction of the final equivalence. The other follows from `torque_le_anisotropy`, since for $N\le2$ there are no constants from sixth order on.

```lean
/-- Once sixth order is admitted, no single angle and no calibration factor give the
anisotropy energy from the torque for all constants. -/
theorem no_single_angle_rule {N : ℕ} (hN : 3 ≤ N) (c θ : ℝ) :
    ¬ ∀ K, c * torque N K θ = energy N K (π / 2) - energy N K 0 := by
  intro h
  have k1 : c * (2 * ((1 : ℕ) : ℝ) * Real.sin θ ^ 1 * Real.cos θ) = 1 :=
    order_condition h 1 (by norm_num) (by omega)
  have k2 : c * (2 * ((2 : ℕ) : ℝ) * Real.sin θ ^ 3 * Real.cos θ) = 1 :=
    order_condition h 2 (by norm_num) (by omega)
  have k3 : c * (2 * ((3 : ℕ) : ℝ) * Real.sin θ ^ 5 * Real.cos θ) = 1 :=
    order_condition h 3 (by norm_num) hN
  push_cast at k1 k2 k3
  -- the first two orders fix the angle, the third contradicts it
  have hs : Real.sin θ ^ 2 = 1 / 2 := by
    linear_combination (1 / 2) * k2 - Real.sin θ ^ 2 * k1
  have h3 : 3 * (Real.sin θ ^ 2) ^ 2 = 1 := by
    linear_combination k3 - 3 * Real.sin θ ^ 4 * k1
  rw [hs] at h3
  norm_num at h3

/-- The 45-degree torque equals the anisotropy energy for all constants exactly when the
expansion stops at fourth order or earlier. -/
theorem torque_exact_iff (N : ℕ) :
    (∀ K, torque N K (π / 4) = energy N K (π / 2) - energy N K 0) ↔ N ≤ 2 := by
  constructor
  · intro h
    by_contra hN
    exact no_single_angle_rule (by omega : 3 ≤ N) 1 (π / 4)
      (fun K => by rw [one_mul]; exact h K)
  · intro hN K
    exact (torque_le_anisotropy N K (fun n h3 h2 => by exfalso; omega)).2.2
      (fun n h3 h2 => by exfalso; omega)

end

end TorqueAnisotropy
```

```lean
#print axioms TorqueAnisotropy.fourth_order_exact_iff
#print axioms TorqueAnisotropy.torque_exact_iff
```

```
'TorqueAnisotropy.fourth_order_exact_iff' depends on axioms: [propext, Classical.choice, Quot.sound]
'TorqueAnisotropy.torque_exact_iff' depends on axioms: [propext, Classical.choice, Quot.sound]
```

If the constants are known in advance to satisfy $K_2=0$ and $N=3$, the order-two condition disappears, and $\sin^4\theta=1/3$ with $c=1/\sin2\theta$ works.

## The torque in an electronic-structure calculation

For a uniaxial system described by this finite series, the result says what a density-functional calculation can obtain from a single magnetisation direction. The magnetisation is set at 45 degrees, and the expectation values of $\partial H_{\mathrm{SO}}/\partial\theta$, with $H_{\mathrm{SO}}$ the spin–orbit term written in spin axes that turn with the magnetisation, are summed over the occupied states. In fixed spin axes this term wouldn't depend on $\theta$. Identifying that sum with $E'(\pi/4)$ is a Hellmann–Feynman step, which the theorems don't include. For illustrative constants $K_1=1.00$, $K_2=0.20$ and $K_3=0.04$ meV, the torque is $1.23$ meV and the anisotropy energy $1.24$ meV.
